# The ordered product of neighbour exchanges shifts Majorana operators cyclically, up to sign

## Operators, indices and the order of the product

Let A be an associative real algebra with unit 1, and let g_0, …, g_m be n = m + 1 elements of A that satisfy

g_i g_i = 1, and g_i g_j = −g_j g_i for i ≠ j.

The g_i are called Majorana operators here and are numbered from 0. Physical Majorana operators are also self-adjoint, which the derivation does not use. For j < m, the exchange of the neighbours j and j+1 is

B_j = (1 + g_j g_(j+1))/√2.

This form is taken as a definition. It stands for the action, up to a phase, of an adiabatic exchange of two Majorana zero modes in one sense of rotation; no Hamiltonian appears from which it would be derived. The ordered product of the exchanges along the chain is

T_m = B_0 B_1 ⋯ B_(m−1), with T_0 = 1.

The claim is that T_m is invertible and that

T_m g_j T_m⁻¹ = −g_(j+1) for j < m,
T_m g_m T_m⁻¹ = g_0.

In the algebra of ideal zero modes, without dynamics or splitting energies, this sequence of neighbour exchanges on an open chain therefore acts, up to signs, as a translation on a ring. The signs matter when the translation is repeated: after n translations every operator is back at its site with the factor (−1)^m.

## Derivation from a single exchange

Write a = g_j, b = g_(j+1) and B = B_j. The anticommutation relation and the squares give

aba = −baa = −b, bab = −abb = −a, abb = a, aab = b.

Hence

B a = (a + aba)/√2 = (a − b)/√2,
b B = (b + bab)/√2 = (b − a)/√2,

so B a = −b B. In the same way

B b = (b + abb)/√2 = (a + b)/√2 = (a + aab)/√2 = a B.

A third Majorana operator c passes the pair with two signs, which cancel:

abc = −acb = cab.

It follows that B c = c B.

For invertibility, put x = ab. Then

x² = (aba)b = −bb = −1,
(1 + x)(1 − x) = 1 − x² = 2.

The factors commute, so (1 − x)/√2 is a two-sided inverse of B. A product of invertible elements is invertible, and so T_m is too.

The relations for the product follow by induction on m, in the form

T_m g_j = −g_(j+1) T_m for j < m, and T_m g_m = g_0 T_m.

For m = 0 the first relation is empty and the second reads g_0 = g_0. For the step, use T_(m+1) = T_m B_m. There are three cases.

If j < m, the new exchange does not involve g_j:

T_m B_m g_j = T_m g_j B_m = −g_(j+1) T_m B_m.

If j = m, the new exchange makes the shift. The earlier exchanges involve only g_0, …, g_m, so they commute with g_(m+1):

T_m B_m g_m = −T_m g_(m+1) B_m = −g_(m+1) T_m B_m.

For the new last operator, the new exchange hands it to site m, and the induction hypothesis carries it to site 0:

T_m B_m g_(m+1) = T_m g_m B_m = g_0 T_m B_m.

Multiplying by T_m⁻¹ from the right gives the conjugation formulas.

Now repeat the translation m + 1 times, starting from g_j. The first m − j steps lead to the end of the chain and give m − j minus signs. The next step leads to site 0 without a sign. The remaining j steps lead back to site j and give j minus signs. Altogether

T_m^(m+1) g_j = (−1)^m g_j T_m^(m+1).

## Three Pauli matrices worked through

Take m = 2 with g_0 = σx, g_1 = σy, g_2 = σz. This is an example of the algebra only, not a model of three physical zero modes: σxσyσz = i is a number, whereas a product of three fermionic zero modes changes the fermion parity. Since σxσy = iσz and σyσz = iσx,

B_0 = (1 + iσz)/√2, B_1 = (1 + iσx)/√2.

With σzσx = iσy, the product is

T = B_0 B_1 = (1 + iσx − iσy + iσz)/2.

Direct multiplication gives

T σx = (i + σx − σy − σz)/2 = −σy T,
T σz = (i + σx + σy + σz)/2 = σx T.

As a matrix, T has the rows (1+i, −1+i)/2 and (1+i, 1−i)/2. Its trace and determinant are both 1, so T² = T − 1 and

T³ = T² − T = −1.

This commutes with all three Pauli matrices, in agreement with the factor (−1)² = 1.

## The algebra and the exchange in Lean

The type `A` is first an arbitrary ring, not necessarily commutative.

```lean
import Mathlib

open Matrix

namespace MajoranaTranslation

noncomputable section

variable {A : Type*} [Ring A]
```

The Majorana operators are a sequence `g : ℕ → A`, of which only the first `n` members are constrained. The field `sq` fixes the normalisation g_i² = 1, and `anti` is the anticommutation of different operators. Hermiticity is not part of the structure, since `A` carries no adjoint; the theorems accordingly speak of invertible elements and not of unitary ones.

```lean
/-- The operators `g 0, …, g (n-1)` are Majorana operators: each squares to one and
different ones anticommute. -/
structure IsMajorana (g : ℕ → A) (n : ℕ) : Prop where
  sq : ∀ i, i < n → g i * g i = 1
  anti : ∀ i j, i < n → j < n → i ≠ j → g i * g j = -(g j * g i)
```

The real scalars enter with the factor 1/√2, which acts on the algebra by `•`.

```lean
variable [Algebra ℝ A]

/-- The exchange of the neighbouring Majoranas `j` and `j+1`: `(1 + g_j g_(j+1)) / √2`. -/
def braid (g : ℕ → A) (j : ℕ) : A := (√2 : ℝ)⁻¹ • (1 + g j * g (j + 1))
```

The product is defined by recursion, with each new exchange on the right. Thus `translation g m` is T_m and contains `m` exchanges. For m ≥ 2 none of them joins site `m` directly to site 0.

```lean
/-- The ordered product `B_0 B_1 ⋯ B_(m-1)` of the first `m` neighbour exchanges. -/
def translation (g : ℕ → A) : ℕ → A
  | 0 => 1
  | m + 1 => translation g m * braid g m
```

## One exchange and its inverse

The hypothesis `j + 1 < n` says that both partners belong to the chain. The four auxiliary equations `aba`, `bab`, `abb` and `aab` are the products computed above. After the scalar has been moved to the front, `congr 1` removes it from both sides, and `abel` compares the remaining sums.

```lean
variable {g : ℕ → A} {n : ℕ}

/-- The exchange `B` of the Majoranas `j` and `j+1` satisfies `B g_j = -g_(j+1) B` and `B g_(j+1) =
g_j B`. -/
theorem braid_exchange (h : IsMajorana g n) (j : ℕ) (hj : j + 1 < n) :
    braid g j * g j = -(g (j + 1) * braid g j) ∧
      braid g j * g (j + 1) = g j * braid g j := by
  have ha := h.sq j (by omega)
  have hb := h.sq (j + 1) hj
  have hab := h.anti j (j + 1) (by omega) hj (by omega)
  have aba : g j * g (j + 1) * g j = -g (j + 1) := by
    rw [hab, neg_mul, mul_assoc, ha, mul_one]
  have bab : g (j + 1) * (g j * g (j + 1)) = -g j := by
    rw [hab, mul_neg, ← mul_assoc, hb, one_mul]
  have abb : g j * g (j + 1) * g (j + 1) = g j := by
    rw [mul_assoc, hb, mul_one]
  have aab : g j * (g j * g (j + 1)) = g (j + 1) := by
    rw [← mul_assoc, ha, one_mul]
  unfold braid
  constructor
  · rw [smul_mul_assoc, mul_smul_comm, ← smul_neg]
    congr 1
    rw [add_mul, mul_add, one_mul, mul_one, aba, bab]
    abel
  · rw [smul_mul_assoc, mul_smul_comm]
    congr 1
    rw [add_mul, mul_add, one_mul, mul_one, abb, aab]
    abel
```

For an operator outside the pair, `key` is the equation abc = cab, with its two uses of anticommutation.

```lean
/-- An exchange commutes with every Majorana that does not take part in it. -/
theorem braid_spectator (h : IsMajorana g n) (j k : ℕ) (hj : j + 1 < n) (hk : k < n)
    (h1 : k ≠ j) (h2 : k ≠ j + 1) : braid g j * g k = g k * braid g j := by
  have hac := h.anti j k (by omega) hk h1.symm
  have hbc := h.anti (j + 1) k hj hk h2.symm
  -- moving `g k` past the pair produces two signs, which cancel
  have key : g j * g (j + 1) * g k = g k * (g j * g (j + 1)) := by
    rw [mul_assoc (g j) (g (j + 1)) (g k), hbc, mul_neg,
      ← mul_assoc (g j) (g k) (g (j + 1)), hac, neg_mul, neg_neg,
      mul_assoc (g k) (g j) (g (j + 1))]
  unfold braid
  rw [smul_mul_assoc, mul_smul_comm, add_mul, mul_add, one_mul, mul_one, key]
```

In the next proof, `key` is the calculation (1 + x)(1 − x) = 2 with its normalisation, for any x whose square is −1. It is applied once to x = g_j g_(j+1) and once to −x, which supplies the inverse on both sides. The equation `q` is x² = −1.

```lean
/-- Every exchange of neighbouring Majoranas is invertible. -/
theorem braid_isUnit (h : IsMajorana g n) (j : ℕ) (hj : j + 1 < n) :
    IsUnit (braid g j) := by
  have hs : (√2 : ℝ)⁻¹ * (√2 : ℝ)⁻¹ = 1 / 2 := by
    rw [← mul_inv, Real.mul_self_sqrt (by norm_num)]
    norm_num
  have key : ∀ x : A, x * x = -1 →
      ((√2 : ℝ)⁻¹ • (1 + x)) * ((√2 : ℝ)⁻¹ • (1 - x)) = 1 := by
    intro x hx
    have e : (1 + x) * (1 - x) = 1 - x * x := by noncomm_ring
    rw [smul_mul_assoc, mul_smul_comm, smul_smul, hs, e, hx, sub_neg_eq_add,
      ← two_smul ℝ (1 : A), smul_smul]
    norm_num
  -- the product of two Majoranas squares to minus one
  have q : g j * g (j + 1) * (g j * g (j + 1)) = -1 := by
    have hab := h.anti j (j + 1) (by omega) hj (by omega)
    have aba : g j * g (j + 1) * g j = -g (j + 1) := by
      rw [hab, neg_mul, mul_assoc, h.sq j (by omega), mul_one]
    rw [← mul_assoc, aba, neg_mul, h.sq (j + 1) hj]
  have k2 := key (-(g j * g (j + 1))) (by rw [neg_mul_neg, q])
  rw [sub_neg_eq_add, ← sub_eq_add_neg] at k2
  exact ⟨⟨braid g j, (√2 : ℝ)⁻¹ • (1 - g j * g (j + 1)), key _ q, k2⟩, rfl⟩
```

## Induction along the chain

The first induction shows that T_m commutes with each g_k for m < k < n. Each step moves g_k past the last exchange and then past the shorter product.

```lean
/-- The product of the first `m` exchanges commutes with each Majorana beyond site `m`. -/
theorem translation_spectator (h : IsMajorana g n) (m k : ℕ) (hmk : m < k) (hk : k < n) :
    translation g m * g k = g k * translation g m := by
  induction m with
  | zero => simp [translation]
  | succ m ih =>
    have e : translation g (m + 1) = translation g m * braid g m := rfl
    rw [e, mul_assoc, braid_spectator h m k (by omega) hk (by omega) (by omega),
      ← mul_assoc, ih (by omega), mul_assoc]
```

The second induction proves the shift relations in a form without inverses. The hypothesis `m < n` allows the chain to be longer than the part being translated. This is convenient for the induction, because the statement for the shorter product can then be used with the same `n`. The case split on `j` separates an operator untouched by the last exchange from the one that this exchange shifts; the final line treats the operator that returns to site 0.

```lean
/-- Moving the product of the first `m` exchanges past a Majorana at a site below `m` shifts it by
one site with a minus sign, while the Majorana at site `m` becomes the one at site `0`. -/
theorem translation_intertwines (h : IsMajorana g n) (m : ℕ) (hm : m < n) :
    (∀ j, j < m → translation g m * g j = -(g (j + 1) * translation g m)) ∧
      translation g m * g m = g 0 * translation g m := by
  induction m with
  | zero => exact ⟨fun j hj => absurd hj (Nat.not_lt_zero j), by simp [translation]⟩
  | succ m ih =>
    obtain ⟨ih1, ih2⟩ := ih (by omega)
    have e : translation g (m + 1) = translation g m * braid g m := rfl
    obtain ⟨b1, b2⟩ := braid_exchange h m hm
    constructor
    · intro j hj
      rcases Nat.lt_succ_iff_lt_or_eq.mp hj with hlt | rfl
      · -- the last exchange does not touch site `j`
        rw [e, mul_assoc, braid_spectator h m j hm (by omega) (by omega) (by omega),
          ← mul_assoc, ih1 j hlt, neg_mul, mul_assoc]
      · -- the last exchange does the shift, the earlier ones are spectators
        rw [e, mul_assoc, b1, mul_neg, ← mul_assoc,
          translation_spectator h j (j + 1) (by omega) hm, mul_assoc]
    · rw [e, mul_assoc, b2, ← mul_assoc, ih2, mul_assoc]
```

The main theorem has exactly `m + 1` Majorana operators. It states that there is a unit `T : Aˣ`, an element together with a two-sided inverse, whose value is `translation g m`, and that conjugation by it gives the two formulas. The case `m = 0` is included: one operator, no exchange, and T = 1. Inside the proof, `unit` builds invertibility factor by factor, and the conjugation formulas follow from the previous theorem by cancelling T against its inverse.

```lean
/-- For `m + 1` Majoranas the ordered product `T` of all neighbour exchanges is invertible;
`T g_j T⁻¹ = -g_(j+1)` for `j < m`, and `T g_m T⁻¹ = g_0`. -/
theorem translation_conjugation (m : ℕ) (h : IsMajorana g (m + 1)) :
    ∃ T : Aˣ, (T : A) = translation g m ∧
      (∀ j, j < m → (T : A) * g j * (↑T⁻¹ : A) = -g (j + 1)) ∧
      (T : A) * g m * (↑T⁻¹ : A) = g 0 := by
  have unit : ∀ k, k ≤ m → IsUnit (translation g k) := by
    intro k
    induction k with
    | zero => exact fun _ => isUnit_one
    | succ k ih => exact fun hk => (ih (by omega)).mul (braid_isUnit h k (by omega))
  obtain ⟨T, hT⟩ := unit m le_rfl
  obtain ⟨h1, h2⟩ := translation_intertwines h m (by omega)
  rw [← hT] at h1 h2
  refine ⟨T, hT, fun j hj => ?_, ?_⟩
  · rw [h1 j hj, neg_mul, mul_assoc, Units.mul_inv, mul_one]
  · rw [h2, mul_assoc, Units.mul_inv, mul_one]
```

## Repeated translation and the sign of a full turn

While the end of the chain is not passed, which is the condition `j + k ≤ m`, k translations move g_j to g_(j+k) with the factor (−1)^k. The induction adds one translation on the left at each step.

```lean
/-- For `m + 1` Majoranas and `j + k ≤ m`, the ordered product `T` of all neighbour exchanges
satisfies `T^k g_j = (-1)^k g_(j+k) T^k`. -/
theorem translation_pow (m : ℕ) (h : IsMajorana g (m + 1)) (j k : ℕ) (hjk : j + k ≤ m) :
    translation g m ^ k * g j = (-1 : ℝ) ^ k • (g (j + k) * translation g m ^ k) := by
  induction k with
  | zero => simp
  | succ k ih =>
    have s := (translation_intertwines h m (by omega)).1 (j + k) (by omega)
    rw [pow_succ' (translation g m), mul_assoc, ih (by omega), mul_smul_comm,
      ← mul_assoc (translation g m) (g (j + k)), s, neg_mul, mul_assoc,
      pow_succ (-1 : ℝ), mul_neg_one, neg_smul, smul_neg, ← add_assoc j k 1]
```

For the full turn, the proof writes m = j + d, where d is the distance from site j to the end. The three facts `h1`, `h2` and `h3` are the three stages of the circuit: d steps to the end, one step to site 0, and j steps back. The `calc` chain splits the power of T accordingly and collects the sign (−1)^(j+d). For an odd number of Majorana operators the full turn commutes with each of them; for an even number it anticommutes with each.

```lean
/-- For `m + 1` Majoranas the ordered product `T` of all neighbour exchanges satisfies `T^(m+1) g_j
= (-1)^m g_j T^(m+1)` for every `j ≤ m`. -/
theorem translation_full_turn (m : ℕ) (h : IsMajorana g (m + 1)) (j : ℕ) (hj : j ≤ m) :
    translation g m ^ (m + 1) * g j =
      (-1 : ℝ) ^ m • (g j * translation g m ^ (m + 1)) := by
  obtain ⟨d, rfl⟩ := Nat.exists_eq_add_of_le hj
  -- go to the end of the chain, step to site 0, and walk back to site `j`
  have h1 := translation_pow (j + d) h j d le_rfl
  have h2 := (translation_intertwines h (j + d) (by omega)).2
  have h3 := translation_pow (j + d) h 0 j (by omega)
  rw [zero_add] at h3
  generalize translation g (j + d) = T at h1 h2 h3 ⊢
  have e : T ^ (j + d + 1) = T ^ j * (T * T ^ d) := by
    rw [← pow_succ', ← pow_add, add_assoc]
  calc T ^ (j + d + 1) * g j = T ^ j * (T * (T ^ d * g j)) := by
        rw [e]; simp only [mul_assoc]
    _ = (-1 : ℝ) ^ d • (T ^ j * ((T * g (j + d)) * T ^ d)) := by
        rw [h1]; simp only [mul_smul_comm, mul_assoc]
    _ = (-1 : ℝ) ^ d • ((T ^ j * g 0) * (T * T ^ d)) := by
        rw [h2]; simp only [mul_assoc]
    _ = (-1 : ℝ) ^ (j + d) • (g j * T ^ (j + d + 1)) := by
        rw [h3, e, smul_mul_assoc, smul_smul, mul_assoc, ← pow_add (-1 : ℝ), add_comm d j]
```

## The Pauli matrices as an instance

The sequence `pauli` lists σx, σy and σz at sites 0, 1 and 2. Its later values only complete the function on all natural numbers.

```lean
/-- The Pauli matrices σx, σy, σz at sites 0, 1, 2 (and σz at all later sites). -/
def pauli (k : ℕ) : Matrix (Fin 2) (Fin 2) ℂ :=
  if k = 0 then !![0, 1; 1, 0]
  else if k = 1 then !![0, -Complex.I; Complex.I, 0]
  else !![1, 0; 0, -1]
```

The last theorem confirms the defining relations for these three matrices, so the general theorems apply to the example with m = 2. The proof runs through the indices with `interval_cases` and through the matrix entries with `fin_cases`, and `simp` evaluates each entry. The explicit matrix T and its cube were computed by hand above and do not occur in the file.

```lean
/-- The three Pauli matrices are Majorana operators. -/
theorem isMajorana_witness : IsMajorana pauli 3 := by
  constructor
  · intro i hi
    interval_cases i <;> ext a b <;> fin_cases a <;> fin_cases b <;>
      simp [pauli, Matrix.mul_apply, Fin.sum_univ_succ]
  · intro i j hi hj hij
    interval_cases i <;> interval_cases j <;>
      first
      | exact absurd rfl hij
      | (ext a b
         fin_cases a <;> fin_cases b <;>
           simp [pauli, Matrix.mul_apply, Fin.sum_univ_succ])

end

end MajoranaTranslation
```

```lean
#print axioms MajoranaTranslation.translation_conjugation
-- 'MajoranaTranslation.translation_conjugation' depends on axioms: [propext, Classical.choice, Quot.sound]
#print axioms MajoranaTranslation.translation_full_turn
-- 'MajoranaTranslation.translation_full_turn' depends on axioms: [propext, Classical.choice, Quot.sound]
```
